# For 0 < x ≤ 1, 1/sin x exceeds 1/x by less than x/3

The theorem says that for real x with 0 < x ≤ 1, the reciprocal 1/sin x lies strictly between 1/x and 1/x + x/3. It is a pure inequality about the sine of an angle in radians, and no physical model enters the statement. The lower bound comes from sin x < x by taking reciprocals. For the upper bound, the attempt takes the cubic estimate x − x³/4 < sin x and multiplies it by 1/x + x/3. The product on the left is at least 1 when x ≤ 1, so (1/x + x/3) sin x > 1, which is the claim after division by sin x.

The failing Lean file:

```lean
import Mathlib

open Real

namespace OneDivSinBounds

noncomputable section

/-- For `0 < x ≤ 1` the inverse sine `1 / sin x` exceeds `1/x`, by less than `x/3`. -/
theorem one_div_sin_bounds {x : ℝ} (h0 : 0 < x) (h1 : x ≤ 1) :
    1 / x < 1 / sin x ∧ 1 / sin x < 1 / x + x / 3 := by
  have hs : 0 < sin x := sin_pos_of_pos_of_lt_pi h0 (by linarith [pi_gt_three])
  refine ⟨one_div_lt_one_div_of_lt hs (sin_lt h0), ?_⟩
  have hcube : x - x ^ 3 / 4 < sin x := sin_gt_sub_cube h0 h1
  have hx : 1 / x * x = 1 := one_div_mul_cancel h0.ne'
  have hprod : (1 / x + x / 3) * (x - x ^ 3 / 4) = 1 + x ^ 2 * (1 - x ^ 2) / 12 := by
    linear_combination (1 - x ^ 2 / 4) * hx
  have hsq : 0 ≤ 1 - x ^ 2 := by nlinarith
  have hnn : 0 ≤ x ^ 2 * (1 - x ^ 2) / 12 := by positivity
  have hlt := mul_lt_mul_of_pos_left hcube (show 0 < 1 / x + x / 3 by positivity)
  rw [div_lt_iff₀ hs]
  linarith

end

end OneDivSinBounds
```

The compiler's answer:

```
Main.lean:14:40: error: Function expected at
  sin_gt_sub_cube h0
but this term has type
  x - x ^ 3 / 6 < sin x

Note: Expected a function because this term is being applied to the argument
  h1
```

The error is in the proof of `hcube`. The lemma `sin_gt_sub_cube` needs only the positivity proof `h0`. The term `sin_gt_sub_cube h0` is already a finished proof of `x - x ^ 3 / 6 < sin x`, not a function, so Lean cannot apply it to `h1`.

Deleting `h1` would not be enough, because `hcube` asks for the bound with `x ^ 3 / 4`, while the lemma gives `x ^ 3 / 6`. The lemma's bound is the stronger one for positive x, but it is a different proposition, and Lean does not accept it directly as a proof of the weaker one.

The repair stores the lemma's result as `h6` and proves `0 < x ^ 3` as `h3`. From these `linarith` derives `hcube`, since subtracting a quarter of a positive number leaves less than subtracting a sixth of it. The statement of `hcube` is unchanged, so the later steps that use it can stay as they were.

The change, after which it compiles:

```diff
@@ -12,5 +12,8 @@
   have hs : 0 < sin x := sin_pos_of_pos_of_lt_pi h0 (by linarith [pi_gt_three])
   refine ⟨one_div_lt_one_div_of_lt hs (sin_lt h0), ?_⟩
-  have hcube : x - x ^ 3 / 4 < sin x := sin_gt_sub_cube h0 h1
+  have hcube : x - x ^ 3 / 4 < sin x := by
+    have h6 := sin_gt_sub_cube h0
+    have h3 : 0 < x ^ 3 := pow_pos h0 3
+    linarith
   have hx : 1 / x * x = 1 := one_div_mul_cancel h0.ne'
   have hprod : (1 / x + x / 3) * (x - x ^ 3 / 4) = 1 + x ^ 2 * (1 - x ^ 2) / 12 := by
```
